# For DIIS coefficients summing to one, the extrapolation error of the scalar potential M x²/2 is M/2 times the coefficient-weighted sum of squared deviations from the mixed density

In DIIS, stored densities and their potentials are mixed with the same coefficients, but when the potential is nonlinear in the density, the mixed potential generally differs from the potential of the mixed density. The lemma `quadratic_error` computes this difference for v(x) = M x²/2, where each density is a single real number rᵢ, M is any real number, and the finitely many real coefficients cᵢ sum to one but may be negative. With R = ∑ cᵢ rᵢ, it states that ∑ cᵢ v(rᵢ) − v(R) = (M/2) ∑ cᵢ (rᵢ − R)². The proof applies the preceding lemma, `linear_term_cancels`, to subtract the tangent term M R (rᵢ − R) inside the sum at no cost, and then completes the square term by term.

This version doesn't compile in Lean 4 with Mathlib:

```lean
import Mathlib

open Finset

namespace DIISPotentialExtrapolation

noncomputable section

variable {ι G : Type*} [Fintype ι] [Fintype G]

/-- The linear combination of stored quantities `x i` with DIIS coefficients `c i`. -/
def mix (c x : ι → ℝ) : ℝ := ∑ i, c i * x i

/-- For coefficients that sum to one, any term linear in the displacements from the mixed
density can be subtracted without changing the extrapolation error. -/
theorem linear_term_cancels (v : ℝ → ℝ) (c r : ι → ℝ) (hc : ∑ i, c i = 1) (a : ℝ) :
    mix c (fun i => v (r i)) - v (mix c r) =
      ∑ i, c i * (v (r i) - v (mix c r) - a * (r i - mix c r)) := by
  have e : ∀ V R : ℝ, ∑ i, c i * (v (r i) - V - a * (r i - R)) =
      ∑ i, c i * v (r i) - (∑ i, c i) * V - a * (∑ i, c i * r i - (∑ i, c i) * R) := by
    intro V R
    simp only [Finset.sum_mul, Finset.mul_sum, ← Finset.sum_sub_distrib]
    exact Finset.sum_congr rfl (fun _ _ => by ring)
  rw [e, hc]
  unfold mix
  ring

/-- For the quadratic potential `M x² / 2` the extrapolation error equals `M/2` times the sum of `c
i (r i - mix c r)²`. -/
theorem quadratic_error (M : ℝ) (c r : ι → ℝ) (hc : ∑ i, c i = 1) :
    mix c (fun i => M / 2 * r i ^ 2) - M / 2 * mix c r ^ 2 =
      M / 2 * ∑ i, c i * (r i - mix c r) ^ 2 := by
  have e := linear_term_cancels (fun x => M / 2 * x ^ 2) c r hc (M * mix c r)
  dsimp only at e
  rw [e, Finset.mul_sum]
  exact Finset.sum_congr rfl (fun _ _ => by ring)

end

end DIISPotentialExtrapolation
```

Messages:

```
Main.lean:34:2: error: `dsimp` made no progress
```

After these edits no error is left:

```diff
@@ -32,5 +32,4 @@
       M / 2 * ∑ i, c i * (r i - mix c r) ^ 2 := by
   have e := linear_term_cancels (fun x => M / 2 * x ^ 2) c r hc (M * mix c r)
-  dsimp only at e
   rw [e, Finset.mul_sum]
   exact Finset.sum_congr rfl (fun _ _ => by ring)
```

Cause. The message means that `dsimp only at e` found nothing to simplify in `e`, which Lean treats as an error.

The step would have been useful if `e` still contained the function `fun x => M / 2 * x ^ 2` applied to arguments such as `r i`, since `dsimp only` carries out such applications. But when Lean infers the type of `linear_term_cancels (fun x => M / 2 * x ^ 2) c r hc (M * mix c r)`, it puts the function in place of the variable `v` and reduces the resulting applications at once. So `v (r i)` already reads `M / 2 * r i ^ 2` in `e`, and `v (mix c r)` reads `M / 2 * mix c r ^ 2`. With no other argument to `dsimp only` than `e` itself, no work remained.

The diff deletes that line. The left side of `e` already has the form of the goal's left side, so `rw [e, Finset.mul_sum]` can use it directly, and the rest of the proof stands unchanged.
